# Local inversion of a positive definite overlap matrix never overestimates the inverse diagonal, and its diagonal estimate never worsens as the neighbourhood grows

Localised basis functions on neighbouring atoms overlap, and calculations with them often need the inverse of the overlap matrix $S$. In a large system $S$ is sparse, but its inverse is in general full. A cheap approximation to one column of $S^{-1}$ selects the basis functions near function $i$, inverts their small overlap matrix, and keeps column $i$. How does the diagonal entry obtained in this way compare with the exact $(S^{-1})_{ii}$?

For a finite basis with a real symmetric positive definite $S$, the error has a definite sign. If $i\in J\subseteq K$, where $J$ and $K$ are sets of basis indices, then

$$\frac1{S_{ii}}\le (S_{JJ}^{-1})_{ii}\le (S_{KK}^{-1})_{ii}\le (S^{-1})_{ii}.$$

Here $S_{JJ}$ is the block of $S$ with rows and columns in $J$, and $S_{JJ}^{-1}$ is the inverse of that block. For linear-scaling electronic structure methods with such a basis, this means that the locally inverted diagonal is a lower bound at every neighbourhood size. A further bound limits the remaining error by means of a residual and a positive lower bound on the eigenvalues of $S$.

## Neighbourhoods and padded columns

The finite type `n` labels the basis functions. Neighbourhoods are arbitrary finite subsets `J` and `K` of it, so no geometry or distance cutoff is assumed.

In Lean 4 with Mathlib:

```lean
import Mathlib

open Matrix

namespace LocalOverlapInversion

noncomputable section

variable {n : Type*} [Fintype n] [DecidableEq n]
variable {S : Matrix n n ℝ} {J K : Finset n} {i : n}
```

The block $S_{JJ}$ is `localOverlap S J`. Its indices are elements of `n` paired with a proof of membership in `J`, which is why `⟨i, hi⟩` appears below where the mathematics has just $i$.

```lean
/-- The overlap matrix restricted to the basis functions of a neighbourhood `J`. -/
def localOverlap (S : Matrix n n ℝ) (J : Finset n) : Matrix J J ℝ :=
  S.submatrix (fun j => j.1) (fun j => j.1)
```

To compare neighbourhoods of different size, coefficients on $J$ are extended by zero to the whole basis. Write $P_Jv$ for the extension of $v$:

$$(P_Jv)_k=\begin{cases}v_k,&k\in J,\\0,&k\notin J.\end{cases}$$

```lean
/-- Coefficients on a neighbourhood `J`, extended by zero to the whole basis. -/
def zeroPad (J : Finset n) (v : J → ℝ) : n → ℝ :=
  fun k => if h : k ∈ J then v ⟨k, h⟩ else 0
```

The local column $x_J$ is column $i$ of $S_{JJ}^{-1}$, padded in this way. Its $i$-th entry is the local estimate $a_J=(S_{JJ}^{-1})_{ii}$.

```lean
/-- Column `i` of the inverse of the local overlap matrix on `J`, extended by zero to the
whole basis; it is meant for an invertible local overlap matrix. -/
def localColumn (S : Matrix n n ℝ) {J : Finset n} {i : n} (hi : i ∈ J) : n → ℝ :=
  zeroPad J (fun j => (localOverlap S J)⁻¹ j ⟨i, hi⟩)
```

Padding changes no sums, because the added terms vanish. For any $f$ on the whole basis,

$$\sum_k f_k(P_Jv)_k=\sum_{j\in J}f_jv_j.$$

```lean
/-- A sum over the whole basis against zero-padded coefficients is a sum over the
neighbourhood. -/
theorem sum_zeroPad (J : Finset n) (v : J → ℝ) (f : n → ℝ) :
    ∑ k, f k * zeroPad J v k = ∑ j : J, f j * v j := by
  have h1 : ∑ k ∈ J, f k * zeroPad J v k = ∑ k, f k * zeroPad J v k :=
    Finset.sum_subset (Finset.subset_univ J) (fun k _ hk => by simp [zeroPad, hk])
  rw [← h1, ← Finset.sum_coe_sort J (fun k => f k * zeroPad J v k)]
  exact Finset.sum_congr rfl (fun j _ => by simp [zeroPad])
```

## The equations solved by a local column

The local block must be invertible. For $v\neq0$ on $J$, the padded vector is also nonzero, and the sum rule gives

$$v\cdot S_{JJ}v=(P_Jv)\cdot S(P_Jv)>0.$$

So $S_{JJ}$ is positive definite. In the code, `hpad` is the statement that padding keeps a nonzero vector nonzero, and `e` is the equality of the two quadratic forms.

```lean
/-- Every local block of a positive definite overlap matrix is positive definite. -/
theorem localOverlap_posDef (hS : S.PosDef) (J : Finset n) : (localOverlap S J).PosDef := by
  rw [Matrix.posDef_iff_dotProduct_mulVec]
  refine ⟨hS.isHermitian.submatrix _, fun v hv => ?_⟩
  have hpad : zeroPad J v ≠ 0 := by
    intro h
    apply hv
    ext j
    have := congrFun h j.1
    simpa [zeroPad] using this
  have h := hS.dotProduct_mulVec_pos hpad
  have hrow : ∀ k, (S *ᵥ zeroPad J v) k = ∑ j : J, S k j * v j :=
    fun k => sum_zeroPad J v (S k)
  -- the local quadratic form is the global one on padded vectors
  have e : star v ⬝ᵥ (localOverlap S J *ᵥ v)
      = star (zeroPad J v) ⬝ᵥ (S *ᵥ zeroPad J v) := by
    rw [star_trivial, star_trivial, dotProduct_comm v, dotProduct_comm (zeroPad J v)]
    exact ((sum_zeroPad J v (S *ᵥ zeroPad J v)).trans
      (Finset.sum_congr rfl fun j _ => by rw [hrow j]; rfl)).symm
  rw [e]
  exact h
```

A positive definite matrix has positive determinant, so $S_{JJ}S_{JJ}^{-1}=1$. Reading off column $i$ gives, for every $k\in J$,

$$(Sx_J)_k=\sum_{j\in J}S_{kj}(S_{JJ}^{-1})_{ji}=\delta_{ki}.$$

The local column therefore satisfies the exact equations inside its neighbourhood. Outside $J$, $(Sx_J)_k$ need not vanish.

```lean
/-- For positive definite `S`, the local column solves the equations of the exact inverse
column at every basis function of its neighbourhood. -/
theorem local_equations (hS : S.PosDef) (hi : i ∈ J) {k : n} (hk : k ∈ J) :
    (S *ᵥ localColumn S hi) k = if k = i then 1 else 0 := by
  have hu : IsUnit (localOverlap S J).det := (localOverlap_posDef hS J).det_pos.ne'.isUnit
  have h := congrFun (congrFun (Matrix.mul_nonsing_inv _ hu) ⟨k, hk⟩) ⟨i, hi⟩
  rw [Matrix.mul_apply] at h
  refine (sum_zeroPad J _ (S k)).trans (h.trans ?_)
  simp [Matrix.one_apply]
```

Now let $y$ be any vector that vanishes outside $J$. The unknown values of $Sx_J$ outside $J$ are multiplied by zero, and

$$y\cdot Sx_J=\sum_{k\in J}y_k\delta_{ki}=y_i.$$

The proof makes the same case distinction for each $k$, inside or outside $J$, and then sums.

```lean
/-- For positive definite `S`, the overlap of the local column with any vector supported on
the neighbourhood is the `i`-th coefficient of that vector. -/
theorem overlap_localColumn (hS : S.PosDef) (hi : i ∈ J) (y : n → ℝ)
    (hy : ∀ k, k ∉ J → y k = 0) : y ⬝ᵥ (S *ᵥ localColumn S hi) = y i := by
  have h : ∀ k, y k * (S *ᵥ localColumn S hi) k = if k = i then y k else 0 := by
    intro k
    by_cases hk : k ∈ J
    · rw [local_equations hS hi hk]
      split_ifs <;> simp
    · simp [hy k hk]
  rw [dotProduct, Finset.sum_congr rfl (fun k _ => h k)]
  simp
```

## The gain from a larger neighbourhood

Let $J\subseteq K$. The column $x_J$ vanishes outside $J$, and both $x_J$ and $x_K$ vanish outside $K$, so the last identity, applied on $K$ and on $J$, gives

$$x_K\cdot Sx_K=a_K,\qquad x_J\cdot Sx_K=a_J,\qquad x_J\cdot Sx_J=a_J.$$

Since $S$ is symmetric, $x_K\cdot Sx_J=a_J$ as well. Expanding the quadratic form of the difference,

$$(x_K-x_J)\cdot S(x_K-x_J)=a_K-a_J-a_J+a_J=a_K-a_J.$$

The gain is thus the squared length of the change in the column, measured in the metric $S$. The three products are `hKK`, `hJK'` and `hJJ`, symmetry enters through `hsym`, and `linarith` adds them up after the expansion.

```lean
/-- For positive definite `S`, enlarging the neighbourhood from `J` to `K` raises the local inverse
diagonal by the squared length, in the metric `S`, of the change in the local column. -/
theorem gain_eq (hS : S.PosDef) (hJK : J ⊆ K) (hi : i ∈ J) :
    (localOverlap S K)⁻¹ ⟨i, hJK hi⟩ ⟨i, hJK hi⟩ - (localOverlap S J)⁻¹ ⟨i, hi⟩ ⟨i, hi⟩
      = (localColumn S (hJK hi) - localColumn S hi) ⬝ᵥ
        (S *ᵥ (localColumn S (hJK hi) - localColumn S hi)) := by
  have hT : Sᵀ = S :=
    (Matrix.conjTranspose_eq_transpose_of_trivial S).symm.trans hS.isHermitian.eq
  have hKK := overlap_localColumn hS (hJK hi) (localColumn S (hJK hi))
    (fun k hk => by simp [localColumn, zeroPad, hk])
  have hJK' := overlap_localColumn hS (hJK hi) (localColumn S hi)
    (fun k hk => by
      have hkJ : k ∉ J := fun h => hk (hJK h)
      simp [localColumn, zeroPad, hkJ])
  have hJJ := overlap_localColumn hS hi (localColumn S hi)
    (fun k hk => by simp [localColumn, zeroPad, hk])
  have hsym : localColumn S (hJK hi) ⬝ᵥ (S *ᵥ localColumn S hi)
      = localColumn S hi ⬝ᵥ (S *ᵥ localColumn S (hJK hi)) := by
    rw [Matrix.dotProduct_mulVec, ← Matrix.mulVec_transpose, hT, dotProduct_comm]
  have eK : localColumn S (hJK hi) i = (localOverlap S K)⁻¹ ⟨i, hJK hi⟩ ⟨i, hJK hi⟩ := by
    simp [localColumn, zeroPad, hJK hi]
  have eJ : localColumn S hi i = (localOverlap S J)⁻¹ ⟨i, hi⟩ ⟨i, hi⟩ := by
    simp [localColumn, zeroPad, hi]
  rw [Matrix.mulVec_sub, sub_dotProduct, dotProduct_sub, dotProduct_sub]
  linarith
```

## From a single function to the full basis

On the full basis $N$, the local equations hold at every index. Hence $Sx_N=e_i$, with $e_i$ the $i$-th unit vector, so $x_N=S^{-1}e_i$ and $a_N=(S^{-1})_{ii}$.

```lean
/-- For positive definite `S`, local inversion on the full basis gives the exact inverse
diagonal. -/
theorem local_univ (hS : S.PosDef) (i : n) :
    (localOverlap S Finset.univ)⁻¹ ⟨i, Finset.mem_univ i⟩ ⟨i, Finset.mem_univ i⟩
      = S⁻¹ i i := by
  have hx : S *ᵥ localColumn S (Finset.mem_univ i) = Pi.single i (1 : ℝ) := by
    ext k
    rw [local_equations hS (Finset.mem_univ i) (Finset.mem_univ k), Pi.single_apply]
  have h : localColumn S (Finset.mem_univ i) = S⁻¹ *ᵥ Pi.single i (1 : ℝ) := by
    rw [← hx, Matrix.mulVec_mulVec, Matrix.nonsing_inv_mul _ hS.det_pos.ne'.isUnit,
      Matrix.one_mulVec]
  have h' := congrFun h i
  simpa [localColumn, zeroPad] using h'
```

At the other end, the neighbourhood $\{i\}$ has a single equation, $S_{ii}a_{\{i\}}=1$, so $a_{\{i\}}=1/S_{ii}$. The gain is nonnegative because $S$ is positive definite. Applying this to $\{i\}\subseteq J\subseteq K\subseteq N$ gives the whole chain.

In `local_inverse_chain`, `hS : S.PosDef` contains both symmetry and positivity, `hJK` is the inclusion $J\subseteq K$, and `hi` says $i\in J$. The conclusion is the three inequalities joined by `∧`. The internal statement `mono` is the comparison of two nested neighbourhoods, and it is used once for each inequality.

```lean
/-- For a positive definite overlap matrix and `i ∈ J ⊆ K`, the local estimate of the `i`-th inverse
diagonal entry is at least `1 / S i i`, does not decrease from `J` to `K`, and never exceeds the
exact entry. -/
theorem local_inverse_chain (hS : S.PosDef) (hJK : J ⊆ K) (hi : i ∈ J) :
    1 / S i i ≤ (localOverlap S J)⁻¹ ⟨i, hi⟩ ⟨i, hi⟩ ∧
    (localOverlap S J)⁻¹ ⟨i, hi⟩ ⟨i, hi⟩
      ≤ (localOverlap S K)⁻¹ ⟨i, hJK hi⟩ ⟨i, hJK hi⟩ ∧
    (localOverlap S K)⁻¹ ⟨i, hJK hi⟩ ⟨i, hJK hi⟩ ≤ S⁻¹ i i := by
  have mono : ∀ {A B : Finset n} (hAB : A ⊆ B) (hA : i ∈ A),
      (localOverlap S A)⁻¹ ⟨i, hA⟩ ⟨i, hA⟩
        ≤ (localOverlap S B)⁻¹ ⟨i, hAB hA⟩ ⟨i, hAB hA⟩ := by
    intro A B hAB hA
    have h := hS.posSemidef.dotProduct_mulVec_nonneg
      (localColumn S (hAB hA) - localColumn S hA)
    rw [star_trivial, ← gain_eq hS hAB hA] at h
    linarith
  refine ⟨?_, mono hJK hi, ?_⟩
  · -- the smallest neighbourhood is the function itself
    have hs : i ∈ ({i} : Finset n) := Finset.mem_singleton_self i
    have h1 : (S *ᵥ localColumn S hs) i = S i i * localColumn S hs i := by
      simp only [Matrix.mulVec, dotProduct]
      exact Finset.sum_eq_single i
        (fun k _ hk => by simp [localColumn, zeroPad, hk]) (by simp)
    rw [local_equations hS hs hs, if_pos rfl] at h1
    have h0 : S i i ≠ 0 := by
      intro h
      simp [h] at h1
    have e : localColumn S hs i = (localOverlap S {i})⁻¹ ⟨i, hs⟩ ⟨i, hs⟩ := by
      simp [localColumn, zeroPad]
    have h2 : 1 / S i i = (localOverlap S {i})⁻¹ ⟨i, hs⟩ ⟨i, hs⟩ := by
      rw [← e, div_eq_iff h0]
      linarith
    rw [h2]
    exact mono (Finset.singleton_subset_iff.mpr hi) hs
  · rw [← local_univ hS i]
    exact mono (Finset.subset_univ K) (hJK hi)
```

The inequalities are not strict: for a diagonal $S$ all four numbers agree. With one basis function they also agree, since $J$, $K$ and $N$ coincide. The theorem concerns diagonal entries only and gives no sign for errors in off-diagonal ones. It treats real numbers, so rounding in the local inversion is not included.

Positive definiteness cannot be weakened to symmetry with a positive diagonal and invertible principal blocks. The matrix

$$\begin{pmatrix}1&2\\2&1\end{pmatrix}$$

has these properties, but its inverse has first diagonal entry $-1/3$, which lies below $1/S_{11}=1$.

## Bounding the remaining error by a residual

The chain gives the sign of the error but not its size. Suppose a constant $c>0$ satisfies $c\,v\cdot v\le v\cdot Sv$ for all $v$, so that $c$ is at most the lowest eigenvalue of $S$. For normalised basis functions, a lowest eigenvalue close to zero means that the basis is nearly linearly dependent, and $c$ must then be small too. Then

$$(S^{-1})_{ii}-a_J\le\frac1c\sum_{k\notin J}(Sx_J)_k^2.$$

To derive this, set $d=x_N-x_J$. By the gain formula with $K=N$, the error is $d\cdot Sd$. The local equations for both columns give

$$(Sd)_k=\begin{cases}0,&k\in J,\\-(Sx_J)_k,&k\notin J,\end{cases}$$

where the second case uses $k\ne i$. The sum of squares on the right of the bound, called $R$ here, is therefore $|Sd|^2$. Expanding a square and using $c\,d\cdot d\le d\cdot Sd$ once,

$$0\le|Sd-cd|^2=R-2c\,d\cdot Sd+c^2\,d\cdot d\le R-c\,d\cdot Sd.$$

Division by $c$ finishes the argument.

In `error_le_residual`, `hc` is the assumed lower bound on the quadratic form, and `Jᶜ` is the set of basis functions outside $J$. The steps `hgap`, `hin` and `hout` give the error formula and the two cases for $Sd$; `hres` identifies $R$, and `hexp` expands the square. The final `nlinarith` receives the inequality for $c$ multiplied by $c$, as in the last line above.

```lean
/-- Let `S` be positive definite with `c > 0` a lower bound of its quadratic form on unit
vectors. The error of the local inverse diagonal is at most the squared residual of the local
column outside the neighbourhood, divided by `c`. -/
theorem error_le_residual (hS : S.PosDef) (hi : i ∈ J) {c : ℝ} (hc0 : 0 < c)
    (hc : ∀ v : n → ℝ, c * (v ⬝ᵥ v) ≤ v ⬝ᵥ (S *ᵥ v)) :
    S⁻¹ i i - (localOverlap S J)⁻¹ ⟨i, hi⟩ ⟨i, hi⟩
      ≤ (∑ k ∈ Jᶜ, (S *ᵥ localColumn S hi) k ^ 2) / c := by
  obtain ⟨d, hd⟩ : ∃ d, d = localColumn S (Finset.mem_univ i) - localColumn S hi := ⟨_, rfl⟩
  have hgap : S⁻¹ i i - (localOverlap S J)⁻¹ ⟨i, hi⟩ ⟨i, hi⟩ = d ⬝ᵥ (S *ᵥ d) := by
    rw [← local_univ hS i, hd]
    exact gain_eq hS (Finset.subset_univ J) hi
  have hin : ∀ k, k ∈ J → (S *ᵥ d) k = 0 := by
    intro k hk
    rw [hd, Matrix.mulVec_sub, Pi.sub_apply,
      local_equations hS (Finset.mem_univ i) (Finset.mem_univ k),
      local_equations hS hi hk, sub_self]
  have hout : ∀ k, k ∉ J → (S *ᵥ d) k = -(S *ᵥ localColumn S hi) k := by
    intro k hk
    have hki : k ≠ i := fun e => hk (by rw [e]; exact hi)
    rw [hd, Matrix.mulVec_sub, Pi.sub_apply,
      local_equations hS (Finset.mem_univ i) (Finset.mem_univ k), if_neg hki, zero_sub]
  have hres : ∑ k ∈ Jᶜ, (S *ᵥ localColumn S hi) k ^ 2 = ∑ k, (S *ᵥ d) k ^ 2 := by
    rw [← Finset.sum_subset (Finset.subset_univ Jᶜ) (fun k _ hk => by
      rw [hin k (by simpa using hk)]; norm_num)]
    exact Finset.sum_congr rfl (fun k hk => by
      rw [hout k (Finset.mem_compl.mp hk), neg_sq])
  -- expand the square of `S d - c d`
  have hsq : 0 ≤ ∑ k, ((S *ᵥ d) k - c * d k) ^ 2 :=
    Finset.sum_nonneg (fun k _ => sq_nonneg _)
  have hexp : ∑ k, ((S *ᵥ d) k - c * d k) ^ 2
      = ∑ k, (S *ᵥ d) k ^ 2 - 2 * c * (d ⬝ᵥ (S *ᵥ d)) + c ^ 2 * (d ⬝ᵥ d) := by
    simp only [dotProduct, Finset.mul_sum, ← Finset.sum_sub_distrib,
      ← Finset.sum_add_distrib]
    exact Finset.sum_congr rfl (fun k _ => by ring)
  rw [hgap, le_div_iff₀ hc0, hres]
  nlinarith [mul_le_mul_of_nonneg_left (hc d) hc0.le]

end

end LocalOverlapInversion
```

The constant $c$ is an input; the theorem does not supply a value for it. The residual needs only $x_J$ and the rows of $S$ that connect $J$ to its surroundings, so it can be evaluated without the exact inverse. For a sparse $S$, only the functions outside $J$ that overlap with a function in $J$ can contribute.

## The limit of weak overlap

Take two normalised functions with real overlap $s$, where $|s|<1$, and let $J=\{1\}$. The local estimate is $1$ and the exact entry is $1/(1-s^2)$, so the error is

$$\frac{1}{1-s^2}-1=\frac{s^2}{1-s^2}.$$

The local column is $(1,0)$, its residual on function 2 is $s$, and the lowest eigenvalue of $S$ is $1-|s|$. With $c=1-|s|$ the bound is $s^2/(1-|s|)$, which exceeds the error by the factor $1+|s|$ when $s\ne0$. As $s\to0$ this factor tends to one, and both quantities vanish as $s^2$.

```lean
#print axioms LocalOverlapInversion.local_inverse_chain
#print axioms LocalOverlapInversion.error_le_residual
```

```
'LocalOverlapInversion.local_inverse_chain' depends on axioms: [propext, Classical.choice, Quot.sound]
'LocalOverlapInversion.error_le_residual' depends on axioms: [propext, Classical.choice, Quot.sound]
```
